# The Born–Elwert Gaunt factor stays finite and positive at the bremsstrahlung tip of an attractive charge

An electron of momentum p passes a fixed positive charge Z, emits a photon and leaves with momentum q. At the high-frequency tip of the spectrum the photon takes all the kinetic energy, and q → 0. The Born approximation treats the electron as a plane wave before and after, which is poor for a slow electron near an attractive charge. What does the Elwert correction change at the tip?

The Gaunt factor is the ratio of the emission cross-section to Kramers' semiclassical one. All quantities are real numbers in atomic units, and momenta are magnitudes.

```lean
import Mathlib

open Filter Topology Set
open scoped Real

namespace BremsstrahlungTip

noncomputable section
```

Write C(k) for `coulombFactor Z k`:

C(k) = 1 − exp(−2πZ/k)

```lean
/-- The Coulomb factor `1 - exp(-2πZ/k)` of an electron of momentum `k` in the field of a
charge `Z`, in atomic units. -/
def coulombFactor (Z k : ℝ) : ℝ := 1 - Real.exp (-(2 * π * Z / k))
```

The Born factor B is

B = (√3/π) L, with L = ln((p+q)/(p−q))

```lean
/-- The Born Gaunt factor for incoming momentum `p` and outgoing momentum `q`. -/
def bornGaunt (p q : ℝ) : ℝ := √3 / π * Real.log ((p + q) / (p - q))
```

A Coulomb wave of momentum k with unit density far from the charge has the density (2πZ/k)/C(k) at the charge. The Elwert factor E is the ratio of this density for the outgoing electron to that for the incoming one:

E = (p/q) C(p)/C(q)

```lean
/-- The Elwert correction: `p/q` times the ratio of the incoming to the outgoing
Coulomb factor. -/
def elwertFactor (Z p q : ℝ) : ℝ := p / q * (coulombFactor Z p / coulombFactor Z q)
```

Their product is G = B·E. This nonrelativistic, unscreened formula is taken as a definition and not derived from the Coulomb matrix element.

```lean
/-- The Born-Elwert Gaunt factor of bremsstrahlung. -/
def bornElwertGaunt (Z p q : ℝ) : ℝ := bornGaunt p q * elwertFactor Z p q
```

A comparison value T = (2√3/π) C(p) completes the notation.

```lean
/-- The closed expression `(2√3/π)(1 - exp(-2πZ/p))`. -/
def tipGaunt (Z p : ℝ) : ℝ := 2 * √3 / π * coulombFactor Z p
```

## (a) Range of the Coulomb factor

Show that for Z, k > 0

0 < C(k) < 1

**Solution.** The exponent −2πZ/k is negative, so its exponential lies strictly between 0 and 1. Subtract it from 1. The code does the same with `Real.exp_lt_one_iff` and `Real.exp_pos`.

```lean
/-- For an attractive charge and positive momentum the Coulomb factor lies strictly between
zero and one. -/
theorem coulombFactor_mem {Z k : ℝ} (hZ : 0 < Z) (hk : 0 < k) :
    0 < coulombFactor Z k ∧ coulombFactor Z k < 1 := by
  have h : 0 < 2 * π * Z / k := by positivity
  have h1 : Real.exp (-(2 * π * Z / k)) < 1 := Real.exp_lt_one_iff.2 (by linarith)
  have h2 := Real.exp_pos (-(2 * π * Z / k))
  unfold coulombFactor
  constructor <;> linarith
```

## (b) The slow outgoing electron

Show that for Z > 0

C(q) → 1 as q → 0⁺

**Solution.** Here 2πZ/q → +∞, so exp(−2πZ/q) → 0. In Lean, `𝓝[>] 0` expresses the approach from above; `h1` and `h2` are these two limits.

```lean
/-- The Coulomb factor of the outgoing electron tends to one as its momentum tends to zero. -/
theorem coulombFactor_tendsto_one {Z : ℝ} (hZ : 0 < Z) :
    Tendsto (fun q => coulombFactor Z q) (𝓝[>] 0) (𝓝 1) := by
  have hc : 0 < 2 * π * Z := by positivity
  have h1 : Tendsto (fun q : ℝ => 2 * π * Z / q) (𝓝[>] 0) atTop := by
    simpa only [div_eq_mul_inv] using tendsto_inv_nhdsGT_zero.const_mul_atTop hc
  have h2 : Tendsto (fun q : ℝ => Real.exp (-(2 * π * Z / q))) (𝓝[>] 0) (𝓝 0) :=
    Real.tendsto_exp_neg_atTop_nhds_zero.comp h1
  have h3 := h2.const_sub 1
  rw [sub_zero] at h3
  exact h3
```

## (c) Bounds on the Born logarithm

With x = q/p and 0 < q < p, show that

2x ≤ L ≤ 2x/(1−x²)

**Solution.** Dividing numerator and denominator by p gives

L = ln((1+x)/(1−x)) = Σₖ 2x^(2k+1)/(2k+1), k = 0, 1, 2, …

All terms are positive, so the first alone is a lower bound (`le_hasSum`). Replacing 1/(2k+1) by 1 gives the geometric series Σₖ 2x(x²)^k = 2x/(1−x²), an upper bound (`hasSum_le`).

```lean
/-- Two-sided bounds on the Born logarithm in terms of the momentum ratio `q/p`. -/
theorem born_log_bounds {p q : ℝ} (hq : 0 < q) (hqp : q < p) :
    2 * (q / p) ≤ Real.log ((p + q) / (p - q)) ∧
      Real.log ((p + q) / (p - q)) ≤ 2 * (q / p) / (1 - (q / p) ^ 2) := by
  have hp : 0 < p := hq.trans hqp
  have hx0 : 0 < q / p := div_pos hq hp
  have hx1 : q / p < 1 := (div_lt_one hp).2 hqp
  have hxp : q = q / p * p := (div_mul_cancel₀ q hp.ne').symm
  obtain ⟨x, hx⟩ : ∃ x, x = q / p := ⟨_, rfl⟩
  rw [← hx] at hx0 hx1 hxp ⊢
  have hne1 : p - q ≠ 0 := by linarith
  have hne2 : 1 - x ≠ 0 := by linarith
  have hne3 : 1 + x ≠ 0 := by linarith
  have hfrac : (p + q) / (p - q) = (1 + x) / (1 - x) := by
    rw [div_eq_div_iff hne1 hne2]
    linear_combination 2 * hxp
  rw [hfrac, Real.log_div hne3 hne2]
  -- the odd power series of the logarithm
  have h := Real.hasSum_log_sub_log_of_abs_lt_one (abs_lt.2 ⟨by linarith, hx1⟩ : |x| < 1)
  constructor
  · -- keep only the first term
    have h0 := le_hasSum h 0 (fun k _ => by
      show (0 : ℝ) ≤ 2 * (1 / (2 * (k : ℝ) + 1)) * x ^ (2 * k + 1)
      positivity)
    simpa using h0
  · -- compare with a geometric series
    have hg : HasSum (fun k : ℕ => 2 * x * (x ^ 2) ^ k) (2 * x * (1 - x ^ 2)⁻¹) :=
      (hasSum_geometric_of_lt_one (sq_nonneg x) (by nlinarith)).mul_left (2 * x)
    rw [div_eq_mul_inv]
    refine hasSum_le (fun k => ?_) h hg
    have hk : (0 : ℝ) ≤ k := k.cast_nonneg
    have h1 : 1 / (2 * (k : ℝ) + 1) ≤ 1 := by
      rw [div_le_one (by positivity)]
      linarith
    calc 2 * (1 / (2 * (k : ℝ) + 1)) * x ^ (2 * k + 1)
        ≤ 2 * 1 * x ^ (2 * k + 1) := by gcongr
      _ = 2 * x * (x ^ 2) ^ k := by ring
```

## (d) Bounds at every outgoing momentum

For Z > 0 and 0 < q < p, show that

T < G ≤ T / ((1−x²) C(q))

**Solution.** Multiply (c) by p/q = 1/x:

2 ≤ L·(p/q) ≤ 2/(1−x²)

These are `hM1` and `hM2`. Regrouping the factors (`hg`),

G = (√3/π) C(p) · L·(p/q) / C(q)

so T/C(q) ≤ G ≤ T/((1−x²) C(q)). By (a), T > 0 and 0 < C(q) < 1, hence T < T/C(q).

```lean
/-- At every outgoing momentum `0 < q < p` the Born-Elwert Gaunt factor exceeds
`tipGaunt Z p`, and it is at most `tipGaunt Z p` divided by `1 - (q/p)²` and by the outgoing
Coulomb factor. -/
theorem bornElwertGaunt_bounds {Z p q : ℝ} (hZ : 0 < Z) (hq : 0 < q) (hqp : q < p) :
    tipGaunt Z p < bornElwertGaunt Z p q ∧
      bornElwertGaunt Z p q ≤ tipGaunt Z p / (1 - (q / p) ^ 2) / coulombFactor Z q := by
  have hp : 0 < p := hq.trans hqp
  obtain ⟨hlo, hhi⟩ := born_log_bounds hq hqp
  obtain ⟨hA, -⟩ := coulombFactor_mem hZ hp
  obtain ⟨hD, hD1⟩ := coulombFactor_mem hZ hq
  have hr : q / p * (p / q) = 1 := by field_simp
  have hpq : 0 ≤ p / q := by positivity
  have hc : 0 < √3 / π * coulombFactor Z p := by positivity
  -- the logarithm times `p/q` lies between 2 and `2 / (1 - (q/p)²)`
  have hM1 : 2 ≤ Real.log ((p + q) / (p - q)) * (p / q) := by
    have h := mul_le_mul_of_nonneg_right hlo hpq
    rwa [mul_assoc, hr, mul_one] at h
  have hM2 : Real.log ((p + q) / (p - q)) * (p / q) ≤ 2 / (1 - (q / p) ^ 2) := by
    have h := mul_le_mul_of_nonneg_right hhi hpq
    rwa [div_mul_eq_mul_div, mul_assoc 2, hr, mul_one] at h
  have hg : bornElwertGaunt Z p q = √3 / π * coulombFactor Z p *
      (Real.log ((p + q) / (p - q)) * (p / q)) / coulombFactor Z q := by
    unfold bornElwertGaunt bornGaunt elwertFactor
    ring
  rw [hg]
  constructor
  · rw [lt_div_iff₀ hD]
    have ht : tipGaunt Z p = √3 / π * coulombFactor Z p * 2 := by
      unfold tipGaunt
      ring
    have htpos : 0 < tipGaunt Z p := by rw [ht]; positivity
    calc tipGaunt Z p * coulombFactor Z q < tipGaunt Z p := mul_lt_of_lt_one_right htpos hD1
      _ = √3 / π * coulombFactor Z p * 2 := ht
      _ ≤ _ := mul_le_mul_of_nonneg_left hM1 hc.le
  · have ht : tipGaunt Z p / (1 - (q / p) ^ 2) =
        √3 / π * coulombFactor Z p * (2 / (1 - (q / p) ^ 2)) := by
      unfold tipGaunt
      ring
    rw [ht]
    exact div_le_div_of_nonneg_right (mul_le_mul_of_nonneg_left hM2 hc.le) hD.le
```

## (e) The Born factor alone

For p > 0, show that

B → 0 as q → 0⁺

**Solution.** B is continuous at q = 0, where it equals (√3/π) ln 1 = 0. The code restricts this two-sided continuity to q > 0.

```lean
/-- Without the Elwert correction the Born Gaunt factor vanishes as the outgoing momentum
tends to zero. -/
theorem bornGaunt_tendsto_zero {p : ℝ} (hp : 0 < p) :
    Tendsto (fun q => bornGaunt p q) (𝓝[>] 0) (𝓝 0) := by
  have h : ContinuousAt (fun q : ℝ => √3 / π * Real.log ((p + q) / (p - q))) 0 := by
    refine continuousAt_const.mul (ContinuousAt.log (ContinuousAt.div ?_ ?_ ?_) ?_)
    · fun_prop
    · fun_prop
    · simpa using hp.ne'
    · simp [hp.ne']
  have h0 : bornGaunt p 0 = 0 := by simp [bornGaunt, hp.ne']
  have h2 : Tendsto (fun q => bornGaunt p q) (𝓝[>] 0) (𝓝 (bornGaunt p 0)) :=
    h.tendsto.mono_left nhdsWithin_le_nhds
  rwa [h0] at h2
```

## (f) The Elwert factor alone

For Z, p > 0, show that

E → +∞ as q → 0⁺

**Solution.** Since 0 < C(q) < 1, E ≥ p C(p)/q, and the right side diverges.

```lean
/-- The Elwert correction grows without bound as the outgoing momentum tends to zero. -/
theorem elwertFactor_tendsto_atTop {Z p : ℝ} (hZ : 0 < Z) (hp : 0 < p) :
    Tendsto (fun q => elwertFactor Z p q) (𝓝[>] 0) atTop := by
  obtain ⟨hA, -⟩ := coulombFactor_mem hZ hp
  refine tendsto_atTop_mono' _ ?_
    (tendsto_inv_nhdsGT_zero.const_mul_atTop (mul_pos hp hA))
  filter_upwards [self_mem_nhdsWithin] with q hq
  have hq0 : 0 < q := hq
  obtain ⟨hD, hD1⟩ := coulombFactor_mem hZ hq0
  calc p * coulombFactor Z p * q⁻¹ = p / q * coulombFactor Z p := by ring
    _ ≤ p / q * (coulombFactor Z p / coulombFactor Z q) :=
      mul_le_mul_of_nonneg_left
        ((le_div_iff₀ hD).2 (mul_le_of_le_one_right hA.le hD1.le)) (by positivity)
```

## (g) The tip value

For Z, p > 0, show that

lim G = (2√3/π)(1 − exp(−2πZ/p)) > 0 as q → 0⁺

**Solution.** The lower bound in (d) is the constant T. The upper bound tends to T because x → 0 and C(q) → 1. Squeezing gives the limit, and (a) gives its sign. `Ioo_mem_nhdsGT` supplies the condition 0 < q < p close to zero.

```lean
/-- As the outgoing momentum tends to zero, the Born-Elwert Gaunt factor tends to
`(2√3/π)(1 - exp(-2πZ/p))`, and this value is positive. -/
theorem bornElwertGaunt_tip {Z p : ℝ} (hZ : 0 < Z) (hp : 0 < p) :
    Tendsto (fun q => bornElwertGaunt Z p q) (𝓝[>] 0)
      (𝓝 (2 * √3 / π * (1 - Real.exp (-(2 * π * Z / p))))) ∧
      0 < 2 * √3 / π * (1 - Real.exp (-(2 * π * Z / p))) := by
  change Tendsto _ _ (𝓝 (tipGaunt Z p)) ∧ 0 < tipGaunt Z p
  constructor
  · have hcont : Continuous (fun q : ℝ => 1 - (q / p) ^ 2) := by fun_prop
    have hx : Tendsto (fun q : ℝ => 1 - (q / p) ^ 2) (𝓝[>] 0) (𝓝 1) :=
      (hcont.tendsto' 0 1 (by simp)).mono_left nhdsWithin_le_nhds
    have hup : Tendsto (fun q => tipGaunt Z p / (1 - (q / p) ^ 2) / coulombFactor Z q)
        (𝓝[>] 0) (𝓝 (tipGaunt Z p / 1 / 1)) :=
      (tendsto_const_nhds.div hx one_ne_zero).div (coulombFactor_tendsto_one hZ) one_ne_zero
    rw [div_one, div_one] at hup
    -- squeeze between the explicit bounds
    refine tendsto_of_tendsto_of_tendsto_of_le_of_le' tendsto_const_nhds hup ?_ ?_
    · filter_upwards [Ioo_mem_nhdsGT hp] with q hq
      exact (bornElwertGaunt_bounds hZ hq.1 hq.2).1.le
    · filter_upwards [Ioo_mem_nhdsGT hp] with q hq
      exact (bornElwertGaunt_bounds hZ hq.1 hq.2).2
  · have hA := (coulombFactor_mem hZ hp).1
    unfold tipGaunt
    positivity
```

Attraction matters. Take Z = −1 and p = 1: then C(q) = 1 − exp(2π/q) → −∞ while L·(p/q) → 2, so G → 0, but the formula in (g) would give the negative number (2√3/π)(1 − exp(2π)).

## (h) The tip in photon energy

For Z, p > 0 and photon energy ω, set q = √(p² − 2ω) and show that

G → (2√3/π)(1 − exp(−2πZ/p)) as ω → p²/2 from below

**Solution.** Energy conservation with a fixed charge, p²/2 = q²/2 + ω, gives this q. It is positive for ω < p²/2 and tends to 0 by continuity, so (g) applies by composition.

For single collisions at one incoming energy, as in a thin target where the electrons lose negligible energy beforehand, the bremsstrahlung spectrum of this nonrelativistic, unscreened model therefore ends in a finite step at the tip, since Kramers' cross-section is finite and nonzero there. Capture into a bound state, which emits photons above the tip, is not included.

```lean
/-- The same limit in terms of the photon energy `ω`, which approaches the incoming kinetic
energy `p²/2` from below while the outgoing momentum is `√(p² - 2ω)`. -/
theorem bornElwertGaunt_tip_photon {Z p : ℝ} (hZ : 0 < Z) (hp : 0 < p) :
    Tendsto (fun ω => bornElwertGaunt Z p (√(p ^ 2 - 2 * ω))) (𝓝[<] (p ^ 2 / 2))
      (𝓝 (2 * √3 / π * (1 - Real.exp (-(2 * π * Z / p))))) := by
  have hcont : Continuous (fun ω : ℝ => √(p ^ 2 - 2 * ω)) := by fun_prop
  have h0 : √(p ^ 2 - 2 * (p ^ 2 / 2)) = 0 := by
    rw [show p ^ 2 - 2 * (p ^ 2 / 2) = 0 by ring, Real.sqrt_zero]
  have hq : Tendsto (fun ω : ℝ => √(p ^ 2 - 2 * ω)) (𝓝[<] (p ^ 2 / 2)) (𝓝[>] 0) := by
    refine tendsto_nhdsWithin_iff.2
      ⟨(hcont.tendsto' _ _ h0).mono_left nhdsWithin_le_nhds, ?_⟩
    filter_upwards [self_mem_nhdsWithin] with ω hω
    have h : ω < p ^ 2 / 2 := hω
    exact Real.sqrt_pos.2 (by linarith)
  exact (bornElwertGaunt_tip hZ hp).1.comp hq

end

end BremsstrahlungTip
```

```lean
#print axioms BremsstrahlungTip.bornGaunt_tendsto_zero
-- 'BremsstrahlungTip.bornGaunt_tendsto_zero' depends on axioms: [propext, Classical.choice, Quot.sound]
#print axioms BremsstrahlungTip.elwertFactor_tendsto_atTop
-- 'BremsstrahlungTip.elwertFactor_tendsto_atTop' depends on axioms: [propext, Classical.choice, Quot.sound]
#print axioms BremsstrahlungTip.bornElwertGaunt_tip
-- 'BremsstrahlungTip.bornElwertGaunt_tip' depends on axioms: [propext, Classical.choice, Quot.sound]
#print axioms BremsstrahlungTip.bornElwertGaunt_tip_photon
-- 'BremsstrahlungTip.bornElwertGaunt_tip_photon' depends on axioms: [propext, Classical.choice, Quot.sound]
```
